# Sharp sampling bound for trigonometric polynomials on a uniform grid

A periodic function in a one-dimensional Born–von Kármán cell, expanded in the plane waves exp(ikx) with integer frequencies |k| ≤ K, is often stored as its values at N equally spaced points, and one has to know how large N must be for these values to distinguish every nonzero function of this kind from zero. The answer proved below is N ≥ 2K + 1 exactly; the Nyquist–Shannon sampling theorem, in its usual form, concerns square-integrable band-limited functions on the whole line and their reconstruction by an infinite interpolation series, which this finite periodic statement does not cover.

```lean
import Mathlib

open Real

namespace SharpSampling

noncomputable section

/-- The point `x_j = 2 π j / N` of the uniform grid with `N` points per period. -/
def gridPoint (N : ℕ) (j : ℤ) : ℝ := 2 * π * j / N

/-- The plane wave `exp (i k x)` of integer frequency `k`. -/
def planeWave (k : ℤ) (x : ℝ) : ℂ := Complex.exp ((k : ℂ) * (x : ℂ) * Complex.I)

/-- The integer frequencies `-K, ..., K`. -/
def band (K : ℕ) : Finset ℤ := Finset.Icc (-(K : ℤ)) K

/-- The trigonometric polynomial `∑ c_k exp (i k x)` with frequencies in `[-K, K]`. -/
def trigPoly (K : ℕ) (c : ℤ → ℂ) (x : ℝ) : ℂ := ∑ k ∈ band K, c k * planeWave k x

/-- The discrete Fourier coefficient `(1/N) ∑_j f(x_j) exp (-i m x_j)` computed from the
`N` samples of `f` on the grid. -/
def gridFourier (N : ℕ) (f : ℝ → ℂ) (m : ℤ) : ℂ :=
  (∑ j ∈ Finset.range N,
    f (gridPoint N (j : ℤ)) * planeWave (-m) (gridPoint N (j : ℤ))) / N

/-- Coefficients with amplitude `a` at frequency `p` minus amplitude `a` at frequency `q`. -/
def twoMode (a : ℂ) (p q : ℤ) (k : ℤ) : ℂ :=
  (if k = p then a else 0) - (if k = q then a else 0)

/-- Coefficients with amplitude `-i/2` at frequency `K` minus amplitude `-i/2` at
frequency `-K`. -/
def sinCoeff (K : ℕ) : ℤ → ℂ := twoMode (-Complex.I / 2) (K : ℤ) (-(K : ℤ))

/-- Frequencies add when plane waves are multiplied. -/
theorem planeWave_add (k l : ℤ) (x : ℝ) :
    planeWave (k + l) x = planeWave k x * planeWave l x := by
  unfold planeWave
  rw [← Complex.exp_add]
  congr 1
  push_cast
  ring

/-- The plane wave of frequency `m` equals one at grid point `j` exactly when `N`
divides `m j`. -/
theorem planeWave_grid_eq_one_iff {N : ℕ} (hN : 0 < N) (m j : ℤ) :
    planeWave m (gridPoint N j) = 1 ↔ (N : ℤ) ∣ m * j := by
  have hN' : (N : ℂ) ≠ 0 := by exact_mod_cast hN.ne'
  have hinv : (N : ℂ) * (N : ℂ)⁻¹ = 1 := mul_inv_cancel₀ hN'
  unfold planeWave gridPoint
  -- the phase must be an integer multiple of 2 π
  rw [Complex.exp_eq_one_iff]
  constructor
  · rintro ⟨n, hn⟩
    refine ⟨n, ?_⟩
    have h : (m : ℂ) * (j : ℂ) = (N : ℂ) * (n : ℂ) := by
      push_cast at hn
      apply mul_right_cancel₀ Complex.two_pi_I_ne_zero
      linear_combination (N : ℂ) * hn
        - ((m : ℂ) * (j : ℂ) * (2 * (π : ℂ) * Complex.I)) * hinv
    exact_mod_cast h
  · rintro ⟨n, hn⟩
    refine ⟨n, ?_⟩
    have h : (m : ℂ) * (j : ℂ) = (N : ℂ) * (n : ℂ) := by exact_mod_cast hn
    push_cast
    linear_combination (2 * (π : ℂ) * Complex.I * (N : ℂ)⁻¹) * h
      + ((n : ℂ) * (2 * (π : ℂ) * Complex.I)) * hinv

/-- Aliasing: two plane waves agree at all grid points exactly when their frequencies
differ by a multiple of `N`. -/
theorem planeWave_alias_iff {N : ℕ} (hN : 0 < N) (k l : ℤ) :
    (∀ j : ℤ, planeWave k (gridPoint N j) = planeWave l (gridPoint N j)) ↔
      (N : ℤ) ∣ k - l := by
  have e : ∀ x, planeWave k x = planeWave (k - l) x * planeWave l x := by
    intro x
    rw [← planeWave_add, sub_add_cancel]
  constructor
  · intro h
    have hne : planeWave l (gridPoint N 1) ≠ 0 := Complex.exp_ne_zero _
    have h1 : planeWave (k - l) (gridPoint N 1) = 1 := by
      apply mul_right_cancel₀ hne
      rw [← e, one_mul]
      exact h 1
    have h2 := (planeWave_grid_eq_one_iff hN (k - l) 1).1 h1
    rwa [mul_one] at h2
  · intro h j
    rw [e (gridPoint N j), (planeWave_grid_eq_one_iff hN (k - l) j).2 (h.mul_right j),
      one_mul]

/-- The grid average of the plane wave of frequency `m` is one if `N` divides `m` and
zero otherwise. -/
theorem average_planeWave {N : ℕ} (hN : 0 < N) (m : ℤ) :
    (∑ j ∈ Finset.range N, planeWave m (gridPoint N (j : ℤ))) / N =
      if (N : ℤ) ∣ m then 1 else 0 := by
  have hN' : (N : ℂ) ≠ 0 := by exact_mod_cast hN.ne'
  split_ifs with h
  · have hs : ∑ j ∈ Finset.range N, planeWave m (gridPoint N (j : ℤ)) =
        ∑ _j ∈ Finset.range N, (1 : ℂ) :=
      Finset.sum_congr rfl fun j _ =>
        (planeWave_grid_eq_one_iff hN m (j : ℤ)).2 (h.mul_right _)
    rw [hs, Finset.sum_const, Finset.card_range, nsmul_eq_mul, mul_one, div_self hN']
  · -- a geometric sum over the powers of a root of unity different from one
    obtain ⟨w, hw⟩ : ∃ w, w = planeWave m (gridPoint N 1) := ⟨_, rfl⟩
    have hpow : ∀ j : ℕ, planeWave m (gridPoint N (j : ℤ)) = w ^ j := by
      intro j
      rw [hw]
      unfold planeWave gridPoint
      rw [← Complex.exp_nat_mul]
      congr 1
      push_cast
      ring
    have hw1 : w ≠ 1 := by
      intro e
      rw [hw] at e
      have h2 := (planeWave_grid_eq_one_iff hN m 1).1 e
      rw [mul_one] at h2
      exact h h2
    have hwN : w ^ N = 1 := by
      rw [← hpow N]
      exact (planeWave_grid_eq_one_iff hN m (N : ℤ)).2 (dvd_mul_left (N : ℤ) m)
    have hs : ∑ j ∈ Finset.range N, planeWave m (gridPoint N (j : ℤ)) =
        ∑ j ∈ Finset.range N, w ^ j :=
      Finset.sum_congr rfl fun j _ => hpow j
    rw [hs, geom_sum_eq hw1, hwN, sub_self, zero_div, zero_div]

/-- Aliasing formula: the discrete Fourier coefficient at `m` is the sum of the
coefficients `c_k` over all `k` in the band congruent to `m` modulo `N`. -/
theorem gridFourier_trigPoly {N : ℕ} (hN : 0 < N) (K : ℕ) (c : ℤ → ℂ) (m : ℤ) :
    gridFourier N (trigPoly K c) m =
      ∑ k ∈ (band K).filter (fun k => (N : ℤ) ∣ k - m), c k := by
  simp only [gridFourier, trigPoly, Finset.sum_mul, Finset.sum_filter]
  rw [Finset.sum_comm, Finset.sum_div]
  refine Finset.sum_congr rfl fun k _ => ?_
  have e : ∑ j ∈ Finset.range N,
      c k * planeWave k (gridPoint N (j : ℤ)) * planeWave (-m) (gridPoint N (j : ℤ)) =
      c k * ∑ j ∈ Finset.range N, planeWave (k - m) (gridPoint N (j : ℤ)) := by
    rw [Finset.mul_sum]
    refine Finset.sum_congr rfl fun j _ => ?_
    rw [sub_eq_add_neg, planeWave_add, mul_assoc]
  rw [e, mul_div_assoc, average_planeWave hN (k - m)]
  split_ifs <;> simp

/-- On a grid with `N ≥ 2K + 1` points the discrete Fourier coefficient at `|m| ≤ K`
equals the coefficient `c_m`. -/
theorem gridFourier_exact {K N : ℕ} (hN : 2 * K + 1 ≤ N) (c : ℤ → ℂ) {m : ℤ}
    (hm : |m| ≤ K) : gridFourier N (trigPoly K c) m = c m := by
  have hN0 : 0 < N := by omega
  have hN' : 2 * (K : ℤ) + 1 ≤ N := by omega
  have hm' := abs_le.1 hm
  -- frequencies of the band differ by less than N, so m has no alias but itself
  have hf : (band K).filter (fun k => (N : ℤ) ∣ k - m) = {m} := by
    ext k
    simp only [band, Finset.mem_filter, Finset.mem_Icc, Finset.mem_singleton]
    constructor
    · rintro ⟨⟨h1, h2⟩, t, ht⟩
      obtain ⟨h3, h4⟩ := hm'
      have ht0 : t = 0 := by
        by_contra hne
        rcases lt_or_gt_of_ne hne with h | h
        · have h5 : (N : ℤ) * t ≤ (N : ℤ) * (-1) :=
            mul_le_mul_of_nonneg_left (by omega) (by omega)
          linarith
        · have h5 : (N : ℤ) * 1 ≤ (N : ℤ) * t :=
            mul_le_mul_of_nonneg_left (by omega) (by omega)
          linarith
      rw [ht0, mul_zero] at ht
      linarith
    · intro hk
      rw [hk]
      exact ⟨hm', 0, by ring⟩
  rw [gridFourier_trigPoly hN0, hf, Finset.sum_singleton]

/-- Sampling bound: a trigonometric polynomial with frequencies in `[-K, K]` that vanishes
at the `N ≥ 2K + 1` grid points has zero coefficients and vanishes everywhere. -/
theorem eq_zero_of_samples {K N : ℕ} (hN : 2 * K + 1 ≤ N) (c : ℤ → ℂ)
    (hzero : ∀ j : ℕ, j < N → trigPoly K c (gridPoint N (j : ℤ)) = 0) :
    (∀ m : ℤ, |m| ≤ K → c m = 0) ∧ ∀ x, trigPoly K c x = 0 := by
  have hc : ∀ m : ℤ, |m| ≤ K → c m = 0 := by
    intro m hm
    -- each coefficient is a linear combination of the samples
    have hs : ∑ j ∈ Finset.range N,
        trigPoly K c (gridPoint N (j : ℤ)) * planeWave (-m) (gridPoint N (j : ℤ)) = 0 :=
      Finset.sum_eq_zero fun j hj => by
        rw [hzero j (Finset.mem_range.1 hj), zero_mul]
    have h := gridFourier_exact hN c hm
    unfold gridFourier at h
    rw [hs, zero_div] at h
    exact h.symm
  refine ⟨hc, fun x => ?_⟩
  unfold trigPoly band
  refine Finset.sum_eq_zero fun k hk => ?_
  rw [hc k (abs_le.2 (Finset.mem_Icc.1 hk)), zero_mul]

/-- For `p` and `q` in the band, the two-mode coefficients give the function
`a (exp (i p x) - exp (i q x))`. -/
theorem trigPoly_twoMode {K : ℕ} (a : ℂ) {p q : ℤ} (hp : |p| ≤ K) (hq : |q| ≤ K) (x : ℝ) :
    trigPoly K (twoMode a p q) x = a * (planeWave p x - planeWave q x) := by
  have hp' : p ∈ band K := Finset.mem_Icc.2 (abs_le.1 hp)
  have hq' : q ∈ band K := Finset.mem_Icc.2 (abs_le.1 hq)
  simp only [trigPoly, twoMode, sub_mul, Finset.sum_sub_distrib, ite_mul, zero_mul,
    Finset.sum_ite_eq']
  rw [if_pos hp', if_pos hq']
  ring

/-- The trigonometric polynomial with coefficients `sinCoeff K` is `sin (K x)`. -/
theorem trigPoly_sinCoeff (K : ℕ) (x : ℝ) :
    trigPoly K (sinCoeff K) x = (Real.sin (K * x) : ℂ) := by
  have hp : |(K : ℤ)| ≤ K := by
    rw [abs_le]
    constructor <;> omega
  have hq : |(-(K : ℤ))| ≤ K := by
    rw [abs_le]
    constructor <;> omega
  have e1 : planeWave (K : ℤ) x = Complex.exp (((K * x : ℝ) : ℂ) * Complex.I) := by
    unfold planeWave
    congr 1
    push_cast
    ring
  have e2 : planeWave (-(K : ℤ)) x = Complex.exp (-((K * x : ℝ) : ℂ) * Complex.I) := by
    unfold planeWave
    congr 1
    push_cast
    ring
  unfold sinCoeff
  rw [trigPoly_twoMode _ hp hq, e1, e2, Complex.ofReal_sin]
  linear_combination (-1 / 2 : ℂ) * Complex.two_sin ((K * x : ℝ) : ℂ)

/-- Sharpness at `N = 2K`: the trigonometric polynomial `sin (K x)`, `K ≥ 1`, vanishes at
every grid point and equals one at `x = π / (2K)`. -/
theorem sin_counterexample {K : ℕ} (hK : 1 ≤ K) :
    (∀ x, trigPoly K (sinCoeff K) x = (Real.sin (K * x) : ℂ)) ∧
    (∀ j : ℤ, trigPoly K (sinCoeff K) (gridPoint (2 * K) j) = 0) ∧
    trigPoly K (sinCoeff K) (π / (2 * K)) = 1 := by
  have hK0 : K ≠ 0 := by omega
  have hK' : (K : ℝ) ≠ 0 := by exact_mod_cast hK0
  have hinv : (K : ℝ) * (K : ℝ)⁻¹ = 1 := mul_inv_cancel₀ hK'
  refine ⟨trigPoly_sinCoeff K, fun j => ?_, ?_⟩
  · -- the grid points are the nodes K x = j π
    have h : (K : ℝ) * gridPoint (2 * K) j = j * π := by
      unfold gridPoint
      push_cast
      linear_combination ((j : ℝ) * π) * hinv
    rw [trigPoly_sinCoeff, h, Real.sin_int_mul_pi, Complex.ofReal_zero]
  · have h : (K : ℝ) * (π / (2 * K)) = π / 2 := by
      linear_combination (π / 2) * hinv
    rw [trigPoly_sinCoeff, h, Real.sin_pi_div_two, Complex.ofReal_one]

/-- On any grid with `1 ≤ N ≤ 2K` points, the polynomial with amplitude `1` at frequency `K`
and `-1` at frequency `K - N` vanishes at every grid point but not everywhere. -/
theorem undersampled_counterexample {K N : ℕ} (hN : 0 < N) (hNK : N ≤ 2 * K) :
    (∀ j : ℤ, trigPoly K (twoMode 1 (K : ℤ) ((K : ℤ) - N)) (gridPoint N j) = 0) ∧
    ∃ x, trigPoly K (twoMode 1 (K : ℤ) ((K : ℤ) - N)) x ≠ 0 := by
  have hp : |(K : ℤ)| ≤ K := by
    rw [abs_le]
    constructor <;> omega
  have hq : |(K : ℤ) - N| ≤ K := by
    rw [abs_le]
    constructor <;> omega
  constructor
  · -- the two frequencies are aliases of each other
    intro j
    have hd : (N : ℤ) ∣ (K : ℤ) - ((K : ℤ) - N) := ⟨1, by ring⟩
    rw [trigPoly_twoMode _ hp hq, (planeWave_alias_iff hN _ _).2 hd j, sub_self, mul_zero]
  · -- a grid of 2K + 1 points would see the nonzero coefficient
    by_contra hcon
    have hall : ∀ x, trigPoly K (twoMode 1 (K : ℤ) ((K : ℤ) - N)) x = 0 := by
      intro x
      by_contra hx
      exact hcon ⟨x, hx⟩
    have h : twoMode 1 (K : ℤ) ((K : ℤ) - N) (K : ℤ) = 0 :=
      (eq_zero_of_samples (K := K) (N := 2 * K + 1) le_rfl _ (fun j _ => hall _)).1 _ hp
    have hne : ¬ (K : ℤ) = (K : ℤ) - N := by omega
    unfold twoMode at h
    rw [if_pos rfl, if_neg hne, sub_zero] at h
    exact one_ne_zero h

/-- Sharp sampling bound: vanishing at the `N` grid points forces every trigonometric
polynomial with frequencies in `[-K, K]` to vanish everywhere if and only if
`N ≥ 2K + 1`. -/
theorem sharp_sampling_bound (K N : ℕ) :
    (∀ c : ℤ → ℂ, (∀ j : ℕ, j < N → trigPoly K c (gridPoint N (j : ℤ)) = 0) →
      ∀ x, trigPoly K c x = 0) ↔ 2 * K + 1 ≤ N := by
  constructor
  · intro h
    by_contra hlt
    rcases Nat.eq_zero_or_pos N with h0 | hN
    · -- an empty grid constrains nothing
      have hall := h (fun _ => 1) (fun j hj => absurd hj (by omega))
      have hz : |(0 : ℤ)| ≤ K := by simp
      have h1 : (1 : ℂ) = 0 :=
        (eq_zero_of_samples (K := K) (N := 2 * K + 1) le_rfl (fun _ => (1 : ℂ))
          (fun j _ => hall _)).1 0 hz
      exact one_ne_zero h1
    · have hNK : N ≤ 2 * K := by omega
      obtain ⟨hz, x, hx⟩ := undersampled_counterexample hN hNK
      exact hx (h _ (fun j _ => hz (j : ℤ)) x)
  · intro hN c hzero
    exact (eq_zero_of_samples hN c hzero).2

end

end SharpSampling
```

```lean
#print axioms SharpSampling.sin_counterexample
#print axioms SharpSampling.sharp_sampling_bound
```

```
'SharpSampling.sin_counterexample' depends on axioms: [propext, Classical.choice, Quot.sound]
'SharpSampling.sharp_sampling_bound' depends on axioms: [propext, Classical.choice, Quot.sound]
```

## What the theorems say

The cell is rescaled to length 2π. `gridPoint N j` is the real number

x_j = 2πj/N,

defined for every integer j, and `planeWave k x` is e_k(x) = exp(ikx) for integer k and real x. `band K` is the set of the 2K + 1 integers from −K to K. With complex coefficients `c : ℤ → ℂ`, the function `trigPoly K c` is

f(x) = Σ_{k=−K}^{K} c_k e_k(x).

The values of `c` outside the band never enter f. `gridFourier N f m` is the discrete Fourier coefficient computed from the N samples in one period,

F_m = (1/N) Σ_{j=0}^{N−1} f(x_j) e_{−m}(x_j).

This fixes the conventions: the synthesis carries exp(+ikx) without a prefactor, and the analysis carries exp(−imx) and the factor 1/N. `twoMode a p q` is the coefficient sequence with a at frequency p minus a at frequency q, and `sinCoeff K` is the case a = −i/2, p = K, q = −K.

The main theorem, `sharp_sampling_bound`, holds for all natural numbers K and N. Its left side says that for every choice of complex coefficients, if f(x_j) = 0 for j = 0, …, N − 1, then f(x) = 0 for every real x. Its right side is `2 * K + 1 ≤ N`. The two are equivalent. The case N = 0 is included: the condition `j < N` is then never met, so the division by zero in `gridPoint` is not used there, and the theorem says that an empty grid constrains nothing.

Three further theorems give more detail. `eq_zero_of_samples` states that for N ≥ 2K + 1 vanishing samples force c_m = 0 for every |m| ≤ K as well as f = 0 everywhere. `sin_counterexample` states, for K ≥ 1, that the polynomial with coefficients `sinCoeff K` equals sin(Kx) for all x, vanishes at every point of the grid with N = 2K, and equals 1 at x = π/(2K). `undersampled_counterexample` states, for 1 ≤ N ≤ 2K, that the polynomial with amplitude 1 at frequency K and −1 at frequency K − N vanishes at every grid point and is nonzero at some x. Both counter-examples vanish at x_j for all integers j, which includes the N points of one period.

## The physics it encodes

For a cell of length L the variable is x = 2πr/L, so that e_k is the plane wave with wave number 2πk/L, the integrality of k is the periodic boundary condition, and K is a plane-wave cutoff. In this one-dimensional model of a plane-wave electronic-structure calculation, the bound gives the smallest real-space grid on which a nonzero orbital below the cutoff cannot vanish at every point, and `gridFourier_exact` states that on such a grid the discrete transform returns each expansion coefficient without error. A density Σ|ψ|² built from such orbitals has frequencies up to 2K, so the same count gives 4K + 1 points for the exact recovery of its Fourier coefficients. The question of vanishing samples is different for a density: it vanishes at a point only if every orbital does, so 2K + 1 points already exclude a nonzero density with all samples zero. These statements about densities, and the case of three-dimensional grids, are not established in the file.

The model is restricted to one dimension, a uniform grid that contains the origin, a band symmetric about zero, and exact arithmetic. The band limit is built into `trigPoly` and is assumed of the function, and nothing is said about the error for functions with a tail of higher frequencies. The equivalence quantifies over complex coefficients, with no reality condition on f.

Without the band limit no grid suffices, since exp(iNx) − 1 vanishes at every x_j. For K = 0 the function sin(Kx) is zero everywhere, so the sine example needs K ≥ 1. In `gridFourier_exact` the condition |m| ≤ K cannot be dropped, because for m outside the band c_m does not enter f and can be any number.

## Derivation by hand

At a grid point,

e_m(x_j) = exp(2πi · mj/N),

and this equals 1 exactly when mj/N is an integer, that is, when N divides mj. Since e_k = e_{k−l} e_l and e_l is never zero, e_k and e_l agree at x_j exactly when e_{k−l}(x_j) = 1. Agreement at j = 1 requires N to divide k − l, and if N divides k − l it divides (k − l)j for every j. Two plane waves are therefore indistinguishable on the grid exactly when their frequencies differ by a multiple of N, which is aliasing.

Next take the grid average of e_m. If N divides m, every term is 1 and the average is 1. Otherwise put w = e_m(x_1). Then e_m(x_j) = w^j, w ≠ 1 because N does not divide m, and w^N = 1 because N divides mN. The geometric sum gives

Σ_{j=0}^{N−1} w^j = (w^N − 1)/(w − 1) = 0.

Insert f into F_m, exchange the two finite sums and use e_k e_{−m} = e_{k−m}:

F_m = Σ_{|k|≤K} c_k · (1/N) Σ_j e_{k−m}(x_j) = Σ c_k over those |k| ≤ K for which N divides k − m.

Now let N ≥ 2K + 1 and |m| ≤ K. For k in the band, |k − m| ≤ 2K < N, and the only multiple of N of that size is 0. A single term survives:

F_m = c_m.

If all samples vanish, F_m = 0 from its definition, so c_m = 0 for every m in the band and f = 0 everywhere.

For the converse, take two frequencies p and q in the band and the polynomial a(e_p − e_q). With a = −i/2, p = K, q = −K,

(−i/2)(e^{iKx} − e^{−iKx}) = (−i/2)(2i sin Kx) = sin Kx.

On the grid with N = 2K one has K x_j = K · 2πj/(2K) = jπ, so every sample is zero, while at x = π/(2K) the value is sin(π/2) = 1. For any N with 1 ≤ N ≤ 2K, take a = 1, p = K, q = K − N. The frequency q lies in the band because −K ≤ K − N ≤ K, and p − q = N, so the two waves are aliases and their difference vanishes on the grid. The difference is not the zero function: if it were, it would vanish on the finer grid of 2K + 1 points, all its coefficients would be zero by the previous step, and yet c_K = 1 because K ≠ K − N. For N = 0 the polynomial with all c_k = 1 satisfies the empty condition, and the same finer-grid argument applied to c_0 = 1 shows that it is not zero.

## The Lean proof

`planeWave_add` is the rule e_{k+l} = e_k e_l. In `planeWave_grid_eq_one_iff`, `Complex.exp_eq_one_iff` turns e_m(x_j) = 1 into the existence of an integer n with phase n · 2πi. The two `linear_combination` steps convert between that equation and mj = Nn, multiplying or dividing by N, and the forward direction cancels 2πi with `Complex.two_pi_I_ne_zero`. `planeWave_alias_iff` uses the factorisation `e`, tests it at j = 1 in one direction, and uses `h.mul_right j` in the other.

`average_planeWave` splits on whether N divides m. In the second branch `hpow`, `hw1` and `hwN` are the three properties of w listed above, and `geom_sum_eq` supplies the closed form of the sum, whose numerator is zero. `gridFourier_trigPoly` exchanges the sums with `Finset.sum_comm`, pulls c_k out of the inner sum in `e`, and inserts the average.

`gridFourier_exact` shows in `hf` that the filtered band is `{m}`. It writes k − m = Nt and excludes t ≤ −1, which gives k − m ≤ −N, and t ≥ 1, which gives k − m ≥ N; `linarith` finds both incompatible with the bounds on k, m and N. `eq_zero_of_samples` shows in `hs` that the sum defining F_m is zero term by term, reads off c_m = 0, and then sets each term of `trigPoly` to zero.

`trigPoly_twoMode` collapses the sum over the band to the two terms at p and q, and `trigPoly_sinCoeff` matches the result with the sine through `Complex.two_sin`. `sin_counterexample` computes K x_j = jπ and K · π/(2K) = π/2 and applies `Real.sin_int_mul_pi` and `Real.sin_pi_div_two`. `undersampled_counterexample` uses the aliasing equivalence for the vanishing samples and `eq_zero_of_samples` with `N := 2 * K + 1` for the contradiction at frequency K.

In `sharp_sampling_bound` the direction from N ≥ 2K + 1 is the second half of `eq_zero_of_samples`. The other direction assumes that the bound fails and treats N = 0 with the coefficients `fun _ => 1` and 1 ≤ N ≤ 2K with `undersampled_counterexample`. The sine theorem is not invoked in this proof; at N = 2K the general counter-example is e_K − e_{−K}, which by the identity above is 2i sin(Kx).
